# The energy-minimizing decay parameter of the Fang–Howard density

Pressing an electron layer closer to an interface raises its kinetic energy and lowers its electrostatic energy. In scaled form the competition is $f(b)=b^2+2/b$, where $b>0$ is an inverse width. Since

$$f(b)-f(1)=\frac{(b-1)^2(b+2)}{b},$$

the minimum is at $b=1$ and nowhere else. The problems below find the coefficients for electrons held against a semiconductor interface at $z=0$, and then the optimal $b$.

## The layer and its energy

The trial density per electron is $\rho(z)=\tfrac12 b^3z^2e^{-bz}$. Lean's `density b` is this formula for every real $z$, but the physical integrals run over $z>0$ (`Ioi 0`).

```lean
import Mathlib

open MeasureTheory Real Set Filter Topology

namespace FangHoward

noncomputable section

/-- The Fang-Howard density with decay parameter `b`, used on the half-line `z > 0`. -/
def density (b z : ℝ) : ℝ := b ^ 3 * z ^ 2 * exp (-(b * z)) / 2
```

The electrons' own charge enters through $h(z)=\int_0^\infty \min(z,t)\rho(t)\,dt$. This is the Hartree potential energy, set to zero at the interface and flat deep in the semiconductor, without its prefactor $4\pi N_s/\varepsilon$. In $\min(z,t)=\tfrac12(z+t)-\tfrac12|z-t|$ the last term is the repulsion between electrons. The first comes from their attraction to an equal positive charge behind the interface, and it makes this energy fall as the layer is pressed closer.

```lean
/-- The integral of `min z z'` against a density on `z' > 0`: the shape of the Hartree
potential at depth `z`. -/
def hartreeShape (ρ : ℝ → ℝ) (z : ℝ) : ℝ := ∫ t in Ioi (0 : ℝ), min z t * ρ t
```

Here $N_s$ and $N_d$ are the electron and depletion charges per area, $m$ is the mass for motion along $z$, and $\varepsilon$ is the permittivity in Gaussian units with $\hbar=e=1$. For the orbital $\psi=\sqrt\rho$, the kinetic term $\psi'^2/(2m)$ equals $\rho'^2/(8m\rho)$. The Hartree term carries a factor ½ so that each pair counts once; a subband level would contain it in full.

```lean
/-- Energy per electron of a layer with density `ρ` (units with `ħ = e = 1`): kinetic energy of the
orbital `√ρ`, energy in the depletion field, and half the mutual Hartree energy. The formula has
this meaning for `m, ε > 0` and a normalized `ρ` that is positive and differentiable on `z > 0`,
tends to zero at the hard wall `z = 0`, and makes the integrals converge. -/
def energy (m ε Nd Ns : ℝ) (ρ : ℝ → ℝ) : ℝ :=
  (∫ z in Ioi (0 : ℝ), (deriv ρ z) ^ 2 / (8 * m * ρ z))
    + 4 * π * Nd / ε * (∫ z in Ioi (0 : ℝ), z * ρ z)
    + 2 * π * Ns / ε * (∫ z in Ioi (0 : ℝ), ρ z * hartreeShape ρ z)
```

The model has one subband, a hard wall and a uniform depletion field, with no image or exchange-correlation terms. The kinetic energy of motion along the layer is left out, since at fixed $N_s$ it does not depend on $b$. That a real layer's density is close to this one-parameter family is a physical assumption.

## (a) Exponential moments

Show that $\int_0^\infty t^ne^{-at}dt=n!/a^{n+1}$ for $a>0$ and $n=0,1,2,\dots$

Substituting $s=at$ gives $\Gamma(n+1)/a^{n+1}$. Lean takes the Gamma integral from Mathlib and converts real powers to natural ones.

```lean
/-- The moments of a decaying exponential on the half-line, for decay rate `a > 0`. -/
lemma moment (n : ℕ) {a : ℝ} (ha : 0 < a) :
    ∫ t in Ioi (0 : ℝ), t ^ n * exp (-(a * t)) = n.factorial / a ^ (n + 1) := by
  have h := Real.integral_rpow_mul_exp_neg_mul_Ioi (a := (n : ℝ) + 1) (r := a)
    (by positivity) ha
  have e : (1 / a) ^ ((n : ℝ) + 1) = 1 / a ^ (n + 1) := by
    have hn : (n : ℝ) + 1 = ((n + 1 : ℕ) : ℝ) := by simp
    rw [hn, Real.rpow_natCast, one_div_pow]
  rw [Real.Gamma_nat_eq_factorial, e] at h
  simp only [add_sub_cancel_right, Real.rpow_natCast] at h
  rw [h]
  ring
```

## (b) A quartic times an exponential

Show that $(c_0+c_1t+c_2t^2+c_3t^3+c_4t^4)e^{-at}$ is integrable on $t>0$, with integral

$$\frac{c_0}{a}+\frac{c_1}{a^2}+\frac{2c_2}{a^3}+\frac{6c_3}{a^4}+\frac{24c_4}{a^5}.$$

Add the moments from (a). Lean assigns non-integrable functions the integral zero, so each positive moment also proves integrability (`I`).

```lean
/-- A function equal to a quartic times a decaying exponential (rate `a > 0`) on the half-line
is integrable there, and its integral is the sum of the moments. -/
lemma quartic_exp {a : ℝ} (ha : 0 < a) (c₀ c₁ c₂ c₃ c₄ : ℝ) (f : ℝ → ℝ)
    (hf : ∀ t, 0 < t → f t =
      (c₀ + c₁ * t + c₂ * t ^ 2 + c₃ * t ^ 3 + c₄ * t ^ 4) * exp (-(a * t))) :
    IntegrableOn f (Ioi 0) ∧ ∫ t in Ioi (0 : ℝ), f t =
      c₀ / a + c₁ / a ^ 2 + 2 * c₂ / a ^ 3 + 6 * c₃ / a ^ 4 + 24 * c₄ / a ^ 5 := by
  -- a non-zero integral certifies integrability
  have I : ∀ n : ℕ, IntegrableOn (fun t : ℝ => t ^ n * exp (-(a * t))) (Ioi 0) := by
    intro n
    by_contra h
    have h0 := (moment n ha).symm.trans (integral_undef h)
    have hp : 0 < (n.factorial : ℝ) / a ^ (n + 1) := by positivity
    linarith
  have M : ∀ (c : ℝ) (n : ℕ),
      IntegrableOn (fun t : ℝ => c * (t ^ n * exp (-(a * t)))) (Ioi 0) ∧
      ∫ t in Ioi (0 : ℝ), c * (t ^ n * exp (-(a * t))) = c * (n.factorial / a ^ (n + 1)) :=
    fun c n => ⟨(I n).const_mul c, by rw [integral_const_mul, moment n ha]⟩
  have add : ∀ {f g : ℝ → ℝ} {v w : ℝ},
      (IntegrableOn f (Ioi 0) ∧ ∫ t in Ioi (0 : ℝ), f t = v) →
      (IntegrableOn g (Ioi 0) ∧ ∫ t in Ioi (0 : ℝ), g t = w) →
      (IntegrableOn (fun t => f t + g t) (Ioi 0) ∧
        ∫ t in Ioi (0 : ℝ), (f t + g t) = v + w) :=
    fun hf hg => ⟨hf.1.add hg.1, by rw [integral_add hf.1 hg.1, hf.2, hg.2]⟩
  have h := add (add (add (add (M c₀ 0) (M c₁ 1)) (M c₂ 2)) (M c₃ 3)) (M c₄ 4)
  have e : EqOn f (fun t => c₀ * (t ^ 0 * exp (-(a * t))) + c₁ * (t ^ 1 * exp (-(a * t)))
      + c₂ * (t ^ 2 * exp (-(a * t))) + c₃ * (t ^ 3 * exp (-(a * t)))
      + c₄ * (t ^ 4 * exp (-(a * t)))) (Ioi 0) := fun t ht => by
    simp only [hf t ht]
    ring
  refine ⟨IntegrableOn.congr_fun h.1 e.symm measurableSet_Ioi, ?_⟩
  refine (setIntegral_congr_fun measurableSet_Ioi e).trans (h.2.trans ?_)
  simp only [Nat.factorial]
  push_cast
  ring
```

## (c) Normalization

Show that $\int_0^\infty\rho\,dz=1$.

In (b) put $a=b$ and $c_2=b^3/2$, the other coefficients being zero: $2(b^3/2)/b^3=1$.

```lean
/-- The Fang-Howard density is normalized for `b > 0`. -/
theorem density_normalized {b : ℝ} (hb : 0 < b) : ∫ z in Ioi (0 : ℝ), density b z = 1 := by
  rw [(quartic_exp hb 0 0 (b ^ 3 / 2) 0 0 (density b)
    (fun t _ => by unfold density; ring)).2]
  field_simp
  ring
```

## (d) Mean distance

Show that $\int_0^\infty z\rho\,dz=3/b$.

Now only $c_3=b^3/2$ is non-zero, giving $6(b^3/2)/b^4=3/b$.

```lean
/-- The mean distance of the electrons from the interface is `3 / b`, for `b > 0`. -/
theorem density_mean {b : ℝ} (hb : 0 < b) :
    ∫ z in Ioi (0 : ℝ), z * density b z = 3 / b := by
  rw [(quartic_exp hb 0 0 0 (b ^ 3 / 2) 0 (fun z => z * density b z)
    (fun t _ => by unfold density; ring)).2]
  field_simp
  ring
```

## (e) Derivative of the decay factor

Show that $\frac{d}{dt}e^{-bt}=-b\,e^{-bt}$.

This is the chain rule.

```lean
lemma hasDerivAt_decay (b t : ℝ) :
    HasDerivAt (fun t => exp (-(b * t))) (exp (-(b * t)) * (-(b * 1))) t :=
  ((hasDerivAt_id' t).const_mul b).fun_neg.exp
```

## (f) First moment of the charge beyond depth $z$

Show that

$$\int_z^\infty(t-z)\rho(t)\,dt=e^{-bz}\left(\frac3b+2z+\frac{bz^2}{2}\right).$$

With $t=z+s$, the integral is

$$\frac{b^3e^{-bz}}2\int_0^\infty s(z+s)^2e^{-bs}ds=\frac{b^3e^{-bz}}2\left(\frac{z^2}{b^2}+\frac{4z}{b^3}+\frac6{b^4}\right).$$

Lean instead differentiates an explicit antiderivative `G` (`hd`), shows that it vanishes at infinity (`hl`), and evaluates $-G(z)$.

```lean
/-- The first moment, measured from depth `z`, of the charge lying deeper than `z`,
for `b > 0`. -/
lemma tail_moment {b : ℝ} (hb : 0 < b) (z : ℝ) :
    ∫ t in Ioi z, (t - z) * density b t =
      exp (-(b * z)) * (3 / b + 2 * z + b * z ^ 2 / 2) := by
  -- explicit antiderivative, vanishing at infinity
  obtain ⟨G, hG⟩ : ∃ G : ℝ → ℝ, G = fun t =>
      (-(1 / (2 * b)) * (b * t * (b * t) * (b * t)) + (z / 2 - 3 / (2 * b)) * (b * t * (b * t))
        + (z - 3 / b) * (b * t) + (z - 3 / b)) * exp (-(b * t)) := ⟨_, rfl⟩
  have hd : ∀ t ∈ Ici z, HasDerivAt G ((t - z) * density b t) t := by
    intro t _
    have hu : HasDerivAt (fun t => b * t) (b * 1) t := (hasDerivAt_id' t).const_mul b
    have h2 := hu.fun_mul hu
    have h3 := h2.fun_mul hu
    have hp := (((h3.const_mul (-(1 / (2 * b)))).fun_add
      (h2.const_mul (z / 2 - 3 / (2 * b)))).fun_add
      (hu.const_mul (z - 3 / b))).add_const (z - 3 / b)
    rw [hG]
    refine (hp.fun_mul (hasDerivAt_decay b t)).congr_deriv ?_
    unfold density
    field_simp
    ring
  have hl : Tendsto G atTop (𝓝 0) := by
    have T : ∀ n : ℕ, Tendsto (fun t => (b * t) ^ n * exp (-(b * t))) atTop (𝓝 0) := fun n =>
      (Real.tendsto_pow_mul_exp_neg_atTop_nhds_zero n).comp (tendsto_id.const_mul_atTop hb)
    have h := ((((T 3).const_mul (-(1 / (2 * b)))).add
      ((T 2).const_mul (z / 2 - 3 / (2 * b)))).add
      ((T 1).const_mul (z - 3 / b))).add ((T 0).const_mul (z - 3 / b))
    simp only [mul_zero, add_zero] at h
    refine h.congr (fun t => ?_)
    simp only [hG]
    ring
  have hpos : ∀ t ∈ Ioi z, 0 ≤ (t - z) * density b t := fun t ht =>
    mul_nonneg (sub_nonneg.2 (mem_Ioi.1 ht).le) (by unfold density; positivity)
  rw [integral_Ioi_of_hasDerivAt_of_nonneg' hd hpos hl]
  simp only [hG]
  field_simp
  ring
```

## (g) Hartree potential shape

For $z\ge0$, show that

$$h(z)=\frac3b-e^{-bz}\left(\frac3b+2z+\frac{bz^2}{2}\right).$$

Write $\min(z,t)=t-(t-z)_+$, where $x_+=\max(x,0)$, and subtract (f) from (d). In Lean, `hsplit` expresses the positive part as an indicator function.

```lean
/-- Closed form of the Hartree potential shape of the Fang-Howard density at depth `z ≥ 0`,
for `b > 0`. -/
theorem hartreeShape_density {b z : ℝ} (hb : 0 < b) (hz : 0 ≤ z) :
    hartreeShape (density b) z =
      3 / b - exp (-(b * z)) * (3 / b + 2 * z + b * z ^ 2 / 2) := by
  -- min z t = t - (t - z)₊
  have hsplit : ∀ t, min z t * density b t =
      t * density b t - (Ioi z).indicator (fun t => (t - z) * density b t) t := by
    intro t
    simp only [Set.indicator_apply, Set.mem_Ioi]
    split_ifs with h
    · rw [min_eq_left h.le]
      ring
    · rw [min_eq_right (not_lt.1 h)]
      ring
  have i1 := (quartic_exp hb 0 0 0 (b ^ 3 / 2) 0 (fun z => z * density b z)
    (fun t _ => by unfold density; ring)).1
  have i2 := (quartic_exp hb 0 0 (-(z * b ^ 3 / 2)) (b ^ 3 / 2) 0
    (fun t => (t - z) * density b t) (fun t _ => by unfold density; ring)).1
  have hs : Ioi (0 : ℝ) ∩ Ioi z = Ioi z := Set.inter_eq_right.2 (Set.Ioi_subset_Ioi hz)
  unfold hartreeShape
  simp only [hsplit]
  rw [integral_sub i1 (Integrable.indicator i2 measurableSet_Ioi), density_mean hb,
    setIntegral_indicator measurableSet_Ioi, hs, tail_moment hb z]
```

## (h) Mean of the Hartree shape

Show that $\int_0^\infty\rho h\,dz=33/(16b)$, an iterated integral of $\min(z,z')\rho(z)\rho(z')$.

The constant part of $h$ gives $3/b$. The rest is, by (b) with $a=2b$,

$$\int_0^\infty\left(\tfrac32b^2z^2+b^3z^3+\tfrac14b^4z^4\right)e^{-2bz}dz=\frac1b\left(\frac38+\frac38+\frac3{16}\right)=\frac{15}{16b}.$$

Subtract. Lean's `h1` and `h2` are these two parts.

```lean
/-- The double integral of `min z z'` over two Fang-Howard densities is `33 / (16 b)`,
for `b > 0`. -/
theorem density_repulsion {b : ℝ} (hb : 0 < b) :
    ∫ z in Ioi (0 : ℝ), density b z * hartreeShape (density b) z = 33 / (16 * b) := by
  have h1 := quartic_exp hb 0 0 (3 * b ^ 2 / 2) 0 0 (fun z => 3 / b * density b z)
    (fun t _ => by unfold density; field_simp; ring)
  have h2 := quartic_exp (a := 2 * b) (by positivity) 0 0 (3 * b ^ 2 / 2) (b ^ 3) (b ^ 4 / 4)
    (fun z => density b z * (exp (-(b * z)) * (3 / b + 2 * z + b * z ^ 2 / 2)))
    (fun t _ => by
      have hx : exp (-(2 * b * t)) = exp (-(b * t)) * exp (-(b * t)) := by
        rw [← Real.exp_add]
        ring_nf
      rw [hx]
      unfold density
      field_simp
      ring)
  have e : EqOn (fun z => density b z * hartreeShape (density b) z)
      (fun z => 3 / b * density b z
        - density b z * (exp (-(b * z)) * (3 / b + 2 * z + b * z ^ 2 / 2))) (Ioi 0) :=
    fun z hz => by
      simp only [hartreeShape_density hb (mem_Ioi.1 hz).le]
      ring
  rw [setIntegral_congr_fun measurableSet_Ioi e, integral_sub h1.1 h2.1, h1.2, h2.2]
  field_simp
  ring
```

## (i) Energy as a function of $b$

Show that

$$E(b)=\frac{b^2}{8m}+\frac{12\pi(N_d+11N_s/32)}{\varepsilon b}.$$

Since $\rho'=\tfrac12b^3z(2-bz)e^{-bz}$, the kinetic term is

$$\frac{b^3}{16m}\int_0^\infty(2-bz)^2e^{-bz}dz=\frac{b^3}{16m}\left(\frac4b-\frac4b+\frac2b\right)=\frac{b^2}{8m}.$$

The other terms are $12\pi N_d/(\varepsilon b)$ and $33\pi N_s/(8\varepsilon b)$. Lean computes the derivative in `hd` and the kinetic integral in `hk`.

```lean
/-- The energy per electron of the Fang-Howard density as a function of `b > 0`, for positive
mass and permittivity. -/
theorem energy_density {m ε b : ℝ} (Nd Ns : ℝ) (hm : 0 < m) (hε : 0 < ε) (hb : 0 < b) :
    energy m ε Nd Ns (density b) =
      b ^ 2 / (8 * m) + 12 * π * (Nd + 11 * Ns / 32) / (ε * b) := by
  have hd : ∀ t, deriv (density b) t = b ^ 3 * t * (2 - b * t) * exp (-(b * t)) / 2 := by
    intro t
    have hf : density b = fun z => b ^ 3 * (z * z) * exp (-(b * z)) / 2 := by
      funext z
      unfold density
      ring
    have h := ((((hasDerivAt_id' t).fun_mul (hasDerivAt_id' t)).const_mul (b ^ 3)).fun_mul
      (hasDerivAt_decay b t)).div_const 2
    rw [hf]
    exact (h.congr_deriv (by ring)).deriv
  have hk := (quartic_exp hb (b ^ 3 / (4 * m)) (-(b ^ 4 / (4 * m))) (b ^ 5 / (16 * m)) 0 0
    (fun z => (deriv (density b) z) ^ 2 / (8 * m * density b z)) (fun t ht => by
      simp only [hd]
      unfold density
      have hE : exp (-(b * t)) ≠ 0 := Real.exp_ne_zero _
      generalize exp (-(b * t)) = E at hE ⊢
      field_simp
      ring)).2
  unfold energy
  rw [hk, density_mean hb, density_repulsion hb]
  field_simp
  ring
```

## (j) The unique minimum

For $m,\varepsilon,N_s>0$ and $N_d\ge0$, show that $E$ has its unique minimum over $b>0$ at

$$b^3=\frac{48\pi m(N_d+11N_s/32)}{\varepsilon}.$$

Setting $E'(b)=0$ gives this value. Using it to eliminate the charges, for any $c>0$,

$$E(c)-E(b)=\frac{(c-b)^2(c+2b)}{8mc},$$

which is positive unless $c=b$. Lean constructs $b$ as a real cube root, and `key` is the factorization.

For example, $m=1$, $\varepsilon=48\pi$, $N_s=32$ and $N_d=16$ give $b^3=27$, so $b=3$, the mean distance is $1$ and $E(3)=9/8+9/4=3.375$. At $c=4$ the energy is $2+27/16=3.6875$; the difference $0.3125$ equals $10/32$, as the factorization requires.

This gives a closed-form width estimate for semiconductor inversion layers within the one-parameter Hartree model.

```lean
/-- For positive mass, permittivity and electron density and non-negative depletion charge, the
Fang-Howard energy has its unique minimum over `b > 0` at
`b³ = 48 π m (Nd + 11 Ns / 32) / ε`. -/
theorem energy_unique_minimum {m ε Nd Ns : ℝ} (hm : 0 < m) (hε : 0 < ε)
    (hNd : 0 ≤ Nd) (hNs : 0 < Ns) :
    ∃ b : ℝ, 0 < b ∧ b ^ 3 = 48 * π * m * (Nd + 11 * Ns / 32) / ε ∧
      ∀ c : ℝ, 0 < c → c ≠ b →
        energy m ε Nd Ns (density b) < energy m ε Nd Ns (density c) := by
  have hK : 0 < 48 * π * m * (Nd + 11 * Ns / 32) / ε := by positivity
  obtain ⟨b, hb, hb3⟩ : ∃ b : ℝ, 0 < b ∧ b ^ 3 = 48 * π * m * (Nd + 11 * Ns / 32) / ε := by
    refine ⟨_, Real.rpow_pos_of_pos hK (1 / 3), ?_⟩
    rw [← Real.rpow_natCast, ← Real.rpow_mul hK.le]
    norm_num
  refine ⟨b, hb, hb3, fun c hc hne => ?_⟩
  have hA : 12 * π * (Nd + 11 * Ns / 32) = ε * b ^ 3 / (4 * m) := by
    rw [hb3]
    field_simp
    ring
  rw [energy_density Nd Ns hm hε hb, energy_density Nd Ns hm hε hc, hA]
  -- the energy difference is a square times a positive factor
  have key : c ^ 2 / (8 * m) + ε * b ^ 3 / (4 * m) / (ε * c)
      - (b ^ 2 / (8 * m) + ε * b ^ 3 / (4 * m) / (ε * b))
      = (c - b) ^ 2 * ((c + 2 * b) / (8 * m * c)) := by
    field_simp
    ring
  have hsq : 0 < (c - b) ^ 2 :=
    (sq_nonneg _).lt_of_ne' (pow_ne_zero 2 (sub_ne_zero.2 hne))
  have hpos : 0 < (c - b) ^ 2 * ((c + 2 * b) / (8 * m * c)) := mul_pos hsq (by positivity)
  linarith

end

end FangHoward
```

```lean
#print axioms FangHoward.density_normalized
-- 'FangHoward.density_normalized' depends on axioms: [propext, Classical.choice, Quot.sound]
#print axioms FangHoward.energy_unique_minimum
-- 'FangHoward.energy_unique_minimum' depends on axioms: [propext, Classical.choice, Quot.sound]
```
